# A strict lower bound (3/8)(2λ)^(1/3) on the energy of the quartic oscillator p²/2 + λx⁴

A particle of unit mass in the potential λx⁴, with λ > 0 and ħ = 1, has energy

⟨v, (p²/2 + λx⁴) v⟩ > (3/8)(2λ)^(1/3)

in every unit vector v of a domain that x and p map into itself and on which they are symmetric and satisfy xp − px = i. Every energy eigenvalue with an eigenvector in that domain obeys the same strict bound. No closed form is known for the ground energy of the quartic oscillator, and variational calculations bound it from above; for this one-particle, purely quartic Hamiltonian, the bound supplies a floor.

## Position and momentum on a common domain

Position and momentum are unbounded and are not defined on every square-integrable function. A domain that both map into itself lets products such as p² and x⁴ be formed freely. Schwartz functions on the line, with p = −i d/dx, are the usual choice.

In Lean 4 with Mathlib:

```lean
import Mathlib

open Complex

namespace QuarticOscillator

/-! The operators act on a common invariant domain, which need not be complete. The textbook
instance is the space of Schwartz functions with the `L²` inner product, `x` acting by
multiplication and `p = -i d/dx`; its construction is left out here. -/
```

The domain is the complex inner product space `E`, and x and p are linear maps from `E` to itself. `IsCanonicalPair` collects the physical assumptions: ⟨xu, w⟩ = ⟨u, xw⟩, the same for p, and the commutation relation applied to each vector. The inner product is linear in its second argument, as in Dirac notation.

```lean
variable {E : Type*} [NormedAddCommGroup E] [InnerProductSpace ℂ E] {x p : E →ₗ[ℂ] E}

/-- Position and momentum in units with `ħ = 1`: two symmetric operators with `xp - px = i`. -/
structure IsCanonicalPair (x p : E →ₗ[ℂ] E) : Prop where
  symm_x : x.IsSymmetric
  symm_p : p.IsSymmetric
  comm : ∀ v, x (p v) - p (x v) = I • v
```

The coupling λ is written `lam`, and powers of operators are repeated compositions `∘ₗ`.

```lean
/-- The Hamiltonian `p²/2 + lam x⁴` of the pure quartic oscillator with unit mass. -/
noncomputable def hamiltonian (x p : E →ₗ[ℂ] E) (lam : ℝ) : E →ₗ[ℂ] E :=
  (1 / 2 : ℂ) • (p ∘ₗ p) + (lam : ℂ) • (x ∘ₗ x ∘ₗ x ∘ₗ x)
```

## The energy as a sum of two squared norms

Moving one p, or two factors of x, to the left side of the inner product gives

⟨v, p²v⟩ = ⟨pv, pv⟩ = ‖pv‖²

⟨v, x⁴v⟩ = ⟨x²v, x²v⟩ = ‖x²v‖²

and therefore

⟨v, Hv⟩ = ‖pv‖²/2 + λ‖x²v‖².

A short lemma first writes ⟨w, w⟩ as the real number ‖w‖², regarded as a complex number.

```lean
/-- The inner product of a vector with itself is its squared norm. -/
private lemma inner_self_ofReal (w : E) : inner ℂ w w = ((‖w‖ ^ 2 : ℝ) : ℂ) := by
  rw [inner_self_eq_norm_sq_to_K (𝕜 := ℂ) w]
  exact (Complex.ofReal_pow _ _).symm
```

In `energy_eq`, the facts `hp` and `hx` are the two displayed lines. The equality holds between complex numbers, so it also says that the expectation value is real.

```lean
/-- For a canonical pair, the expectation value of the quartic Hamiltonian is the real number
`‖p v‖²/2 + lam ‖x² v‖²`. -/
theorem energy_eq (h : IsCanonicalPair x p) (lam : ℝ) (v : E) :
    inner ℂ v (hamiltonian x p lam v)
      = ((‖p v‖ ^ 2 / 2 + lam * ‖x (x v)‖ ^ 2 : ℝ) : ℂ) := by
  have hp : inner ℂ v (p (p v)) = ((‖p v‖ ^ 2 : ℝ) : ℂ) := by
    rw [← h.symm_p v (p v), inner_self_ofReal]
  have hx : inner ℂ v (x (x (x (x v)))) = ((‖x (x v)‖ ^ 2 : ℝ) : ℂ) := by
    rw [← h.symm_x v (x (x (x v))), ← h.symm_x (x v) (x (x v)), inner_self_ofReal]
  simp only [hamiltonian, LinearMap.add_apply, LinearMap.smul_apply, LinearMap.comp_apply,
    inner_add_right, inner_smul_right, hp, hx]
  push_cast
  ring
```

## The uncertainty relation

By symmetry, the commutator has the expectation value

⟨xv, pv⟩ − ⟨pv, xv⟩ = ⟨v, (xp − px)v⟩ = i‖v‖².

Taking absolute values and applying the triangle and Cauchy–Schwarz inequalities gives ‖v‖² ≤ 2‖xv‖‖pv‖. Here ‖xv‖ and ‖pv‖ are root-mean-square values about zero when v is a unit vector; no means are subtracted.

```lean
/-- Uncertainty relation for a canonical pair: `‖x v‖ ‖p v‖` is at least `‖v‖²/2`. -/
theorem uncertainty (h : IsCanonicalPair x p) (v : E) :
    ‖v‖ ^ 2 / 2 ≤ ‖x v‖ * ‖p v‖ := by
  -- the expectation value of the commutator
  have key : inner ℂ (x v) (p v) - inner ℂ (p v) (x v) = I * ((‖v‖ ^ 2 : ℝ) : ℂ) := by
    rw [h.symm_x v (p v), h.symm_p v (x v), ← inner_sub_right, h.comm, inner_smul_right,
      inner_self_ofReal]
  have hn : ‖I * ((‖v‖ ^ 2 : ℝ) : ℂ)‖ = ‖v‖ ^ 2 := by
    rw [norm_mul, Complex.norm_I, one_mul, Complex.norm_real,
      Real.norm_of_nonneg (by positivity)]
  have h1 := norm_sub_le (inner ℂ (x v) (p v)) (inner ℂ (p v) (x v))
  rw [key, hn] at h1
  have h2 := norm_inner_le_norm (𝕜 := ℂ) (x v) (p v)
  have h3 := norm_inner_le_norm (𝕜 := ℂ) (p v) (x v)
  linarith [mul_comm ‖p v‖ ‖x v‖]
```

## No state has a sharp value of x²

A wave function with a sharp value c of x² would have to sit entirely at x = ±√c. The algebra rules this out without mentioning wave functions. The commutation relation gives

[x², p] = x[x, p] + [x, p]x = 2ix.

Suppose that x²v = cv with c real, and pair this commutator, applied to v, with xv. The two terms on the left are

⟨xv, x²pv⟩ = ⟨x³v, pv⟩ = c⟨xv, pv⟩

⟨xv, px²v⟩ = c⟨xv, pv⟩.

They cancel, so 2i‖xv‖² = 0 and xv = 0. The uncertainty relation then forces v = 0.

In the proof, `linear_combination` adds the two halves of the commutator to obtain `hcomm`; `h1` and `h2` are the two pairings, and `h3` is their cancellation.

```lean
/-- For a canonical pair, no nonzero vector is an eigenvector of `x²` with a real eigenvalue. -/
theorem position_sq_no_eigenvector (h : IsCanonicalPair x p) {v : E} (hv : v ≠ 0) (c : ℝ) :
    x (x v) ≠ (c : ℂ) • v := by
  intro hc
  -- the commutator `[x², p] = 2 i x`, applied to `v`
  have hcomm : x (x (p v)) - p (x (x v)) = (2 * I) • x v := by
    have a : x (x (p v)) - x (p (x v)) = I • x v := by
      rw [← map_sub, h.comm, map_smul]
    have b := h.comm (x v)
    linear_combination (norm := module) a + b
  -- paired with `x v`, both terms of the commutator agree
  have h1 : inner ℂ (x v) (x (x (p v))) = (c : ℂ) * inner ℂ (x v) (p v) := by
    rw [← h.symm_x (x v) (x (p v)), ← h.symm_x (x (x v)) (p v), hc, map_smul,
      inner_smul_left, Complex.conj_ofReal]
  have h2 : inner ℂ (x v) (p (x (x v))) = (c : ℂ) * inner ℂ (x v) (p v) := by
    rw [hc, map_smul, inner_smul_right]
  have h3 : (2 * I) * ((‖x v‖ ^ 2 : ℝ) : ℂ) = 0 := by
    rw [← inner_self_ofReal, ← inner_smul_right, ← hcomm, inner_sub_right, h1, h2, sub_self]
  have h4 : ‖x v‖ = 0 := by simpa [Complex.I_ne_zero] using h3
  have h5 := uncertainty h v
  rw [h4, zero_mul] at h5
  have h6 := pow_pos (norm_pos_iff.mpr hv) 2
  linarith
```

Now let v be a unit vector and put s = ‖xv‖² = ⟨x²⟩. Since x²v ≠ sv,

0 < ‖x²v − sv‖² = ‖x²v‖² − 2s² + s² = ‖x²v‖² − s².

Thus s < ‖x²v‖, or ⟨x²⟩² < ⟨x⁴⟩. This is where the final inequality becomes strict. The cross term is computed in `hre`, and `norm_sub_sq` expands the square.

```lean
/-- In a unit vector, `x²` of a canonical pair has a strictly positive variance:
`‖x v‖² < ‖x² v‖`. -/
theorem position_sq_spread (h : IsCanonicalPair x p) {v : E} (hv : ‖v‖ = 1) :
    ‖x v‖ ^ 2 < ‖x (x v)‖ := by
  have hv0 : v ≠ 0 := norm_ne_zero_iff.mp (by rw [hv]; exact one_ne_zero)
  have hne := sub_ne_zero.mpr (position_sq_no_eigenvector h hv0 (‖x v‖ ^ 2))
  have hpos := pow_pos (norm_pos_iff.mpr hne) 2
  have hre : RCLike.re (inner ℂ (x (x v)) (((‖x v‖ ^ 2 : ℝ) : ℂ) • v))
      = ‖x v‖ ^ 2 * ‖x v‖ ^ 2 := by
    rw [inner_smul_right, h.symm_x (x v) v, inner_self_ofReal, ← Complex.ofReal_mul]
    exact Complex.ofReal_re _
  have hnm : ‖((‖x v‖ ^ 2 : ℝ) : ℂ) • v‖ = ‖x v‖ ^ 2 := by
    rw [norm_smul, hv, mul_one, Complex.norm_real, Real.norm_of_nonneg (by positivity)]
  rw [norm_sub_sq (𝕜 := ℂ), hre, hnm] at hpos
  exact lt_of_pow_lt_pow_left₀ 2 (norm_nonneg _) (by linarith)
```

## Balancing localisation against the potential

A state with mean square position s has kinetic energy at least 1/(8s) and potential energy above λs². To minimise the sum of these two costs, set k = (2λ)^(1/3), so that λ = k³/2. Then

1/(8s) + λs² − 3k/8 = (4k³s³ − 3ks + 1)/(8s) = (ks + 1)(2ks − 1)²/(8s) ≥ 0.

Equality holds at s = 1/(2k). The proof replaces the cube root by a positive number `k` with `k ^ 3 = 2 * lam`, after which `field_simp` and `ring` verify the factorisation.

```lean
/-- For `lam > 0` and a mean square position `s > 0`, the sum of the kinetic cost `1/(8s)` and
the quartic cost `lam s²` is at least `(3/8)(2 lam)^(1/3)`. -/
theorem localization_cost {lam s : ℝ} (hlam : 0 < lam) (hs : 0 < s) :
    3 / 8 * (2 * lam) ^ (1 / 3 : ℝ) ≤ 1 / (8 * s) + lam * s ^ 2 := by
  have hk : 0 < (2 * lam) ^ (1 / 3 : ℝ) := by positivity
  have hk3 : ((2 * lam) ^ (1 / 3 : ℝ)) ^ 3 = 2 * lam := by
    rw [← Real.rpow_natCast, ← Real.rpow_mul (by positivity)]
    norm_num
  generalize (2 * lam) ^ (1 / 3 : ℝ) = k at hk hk3 ⊢
  have hl : lam = k ^ 3 / 2 := by linarith
  -- the excess over the bound is a square times a positive factor
  have hsq : 1 / (8 * s) + lam * s ^ 2 - 3 / 8 * k
      = (k * s + 1) * (2 * k * s - 1) ^ 2 / (8 * s) := by
    rw [hl]
    field_simp
    ring
  have hnn : 0 ≤ (k * s + 1) * (2 * k * s - 1) ^ 2 / (8 * s) := by positivity
  linarith
```

## The bound for every unit vector

For a unit vector, the uncertainty relation reads 1/2 ≤ ‖xv‖‖pv‖. Hence xv ≠ 0 and s > 0, and squaring gives

‖pv‖²/2 ≥ 1/(8s).

The spread of x² gives λ‖x²v‖² > λs². Adding the two,

⟨v, Hv⟩ > 1/(8s) + λs² ≥ (3/8)(2λ)^(1/3).

These estimates are `hkin`, `hpot` and `hmin`. The theorem is stated for the real part `.re` of the expectation value, which by `energy_eq` is the whole of it.

```lean
/-- For a canonical pair and `lam > 0`, the energy of the pure quartic oscillator in every unit
vector lies strictly above `(3/8)(2 lam)^(1/3)`. -/
theorem energy_lower_bound (h : IsCanonicalPair x p) {lam : ℝ} (hlam : 0 < lam)
    {v : E} (hv : ‖v‖ = 1) :
    3 / 8 * (2 * lam) ^ (1 / 3 : ℝ) < (inner ℂ v (hamiltonian x p lam v)).re := by
  rw [energy_eq h, Complex.ofReal_re]
  have hu := uncertainty h v
  rw [hv] at hu
  have hX : 0 < ‖x v‖ := lt_of_le_of_ne (norm_nonneg _) (fun h0 => by
    rw [← h0] at hu
    norm_num at hu)
  -- kinetic energy from the uncertainty relation
  have hkin : 1 / (8 * ‖x v‖ ^ 2) ≤ ‖p v‖ ^ 2 / 2 := by
    rw [div_le_iff₀ (by positivity)]
    have h2 := pow_le_pow_left₀ (by norm_num) hu 2
    nlinarith [h2]
  -- potential energy from the variance of `x²`
  have hpot : lam * (‖x v‖ ^ 2) ^ 2 < lam * ‖x (x v)‖ ^ 2 :=
    mul_lt_mul_of_pos_left
      (pow_lt_pow_left₀ (position_sq_spread h hv) (by positivity) two_ne_zero) hlam
  have hmin := localization_cost hlam (pow_pos hX 2)
  linarith
```

Symmetry and λ > 0 do not suffice if nothing is required of the commutator. On the one-dimensional space ℂ take x = p = 0. Both operators are symmetric, but every unit vector has energy 0, below the positive bound. The same pair arises when the position and momentum matrices of a harmonic oscillator basis are truncated to the lowest level. More generally, no finite matrices of nonzero size satisfy xp − px = i, since the trace of the left side vanishes. An energy built from products of truncated matrices therefore need not respect the bound.

## Energy eigenvalues

If Hv = ev with v ≠ 0, the unit vector u = v/‖v‖ satisfies Hu = eu, so ⟨u, Hu⟩ = e and the bound applies to e. Taking e real loses nothing, because the expectation value is real.

To apply this to the ground state on the line, one must also know that its wave function belongs to the chosen domain, for instance that it is a Schwartz function. That comes from the analysis of the Schrödinger equation and is not a consequence of the canonical-pair assumptions.

```lean
/-- For a canonical pair and `lam > 0`, every real eigenvalue of the quartic Hamiltonian with a
nonzero eigenvector lies strictly above `(3/8)(2 lam)^(1/3)`. -/
theorem eigenvalue_lower_bound (h : IsCanonicalPair x p) {lam : ℝ} (hlam : 0 < lam)
    {v : E} (hv : v ≠ 0) {e : ℝ} (he : hamiltonian x p lam v = (e : ℂ) • v) :
    3 / 8 * (2 * lam) ^ (1 / 3 : ℝ) < e := by
  -- normalise the eigenvector
  have hu : ‖((‖v‖ : ℂ)⁻¹) • v‖ = 1 := by
    rw [norm_smul, norm_inv, Complex.norm_real, norm_norm,
      inv_mul_cancel₀ (norm_ne_zero_iff.mpr hv)]
  have hb := energy_lower_bound h hlam hu
  rw [map_smul, he, smul_comm, inner_smul_right, inner_self_ofReal, hu, one_pow,
    Complex.ofReal_one, mul_one, Complex.ofReal_re] at hb
  exact hb

end QuarticOscillator
```

```lean
#print axioms QuarticOscillator.energy_lower_bound
#print axioms QuarticOscillator.eigenvalue_lower_bound
```

```
'QuarticOscillator.energy_lower_bound' depends on axioms: [propext, Classical.choice, Quot.sound]
'QuarticOscillator.eigenvalue_lower_bound' depends on axioms: [propext, Classical.choice, Quot.sound]
```
